# No nonzero stationary wave decays in both directions along an infinite one-dimensional crystal with a continuous potential

Suppose I call a state "bound" when its wave function tends to zero at both ends of the line, without asking for square-integrability. A perfect crystal should then have no bound states: a wave that dies out to the right must repeat itself, up to a factor, from each cell to the next, and no nonzero pattern of that kind can die out to the left as well. I would like to see this made rigorous for the one-dimensional Schrödinger equation with a continuous periodic potential, and checked by machine. Do I also have to assume that the slope of the wave function decays?

## Decay of the wave is enough

Taking "bound" to mean ψ(x) → 0 as x → +∞ and as x → −∞ works well, and you need no assumption on the slope, because the equation supplies its decay. Square-integrable solutions are not lost by this choice: when the potential is bounded they tend to zero as well, by a standard argument that I leave out of the Lean file.

Write the Schrödinger equation as

ψ''(x) = q(x) ψ(x), with q(x) = (V(x) − E) / (ħ²/2m).

Here V is the potential, E the energy, m the mass and ħ the reduced Planck constant. If V is continuous and has period a > 0, so does q. The argument allows complex ψ and q.

**The coefficient is bounded.** A continuous q is bounded on [0, a], say by K, and every value of q is already taken there. So |q(x)| ≤ K for all x.

**The slope decays to the right.** Given ε > 0, set δ = ε/(K + 3) and choose N such that |ψ(t)| < δ for all t ≥ N. Let x ≥ N. On [x, x + 1] we have |ψ''| = |qψ| ≤ Kδ, so the mean value inequality gives

|ψ'(t) − ψ'(x)| ≤ Kδ for t in [x, x + 1].

The function s ↦ ψ(s) − s ψ'(x) has derivative ψ'(s) − ψ'(x). The same inequality, applied to it, gives

|ψ(x + 1) − ψ(x) − ψ'(x)| ≤ Kδ.

Hence |ψ'(x)| ≤ 2δ + Kδ < (K + 3)δ = ε.

**Translation by one period multiplies ψ by a constant.** Let φ(x) = ψ(x + a). Since q(x + a) = q(x), φ solves the same equation. The Wronskian W = ψφ' − ψ'φ satisfies

W' = ψ'φ' + ψqφ − qψφ − ψ'φ' = 0,

so W is constant. All four functions in it tend to zero at +∞, so W = 0. If ψ is identically zero there is nothing left to prove. Otherwise pick x₀ with ψ(x₀) ≠ 0 and set c = φ(x₀)/ψ(x₀). Then W(x₀) = 0 reads

ψ(x₀) φ'(x₀) = ψ'(x₀) φ(x₀) = c ψ(x₀) ψ'(x₀),

and dividing by ψ(x₀) gives φ'(x₀) = c ψ'(x₀). So φ and cψ solve the same second-order equation with the same value and slope at x₀. By uniqueness they agree everywhere:

ψ(x + a) = c ψ(x) for all x.

A shortcut that goes wrong here is to note that (φ/ψ)' = W/ψ² = 0 and conclude that φ/ψ is constant. This holds only between zeros of ψ, and by itself it would allow a different constant on each side of a node. Uniqueness for the differential equation closes that gap.

**The two directions exclude each other.** Iteration gives ψ(x + na) = cⁿ ψ(x) for n = 0, 1, 2, … If |c| ≥ 1, then

|ψ(x)| ≤ |c|ⁿ |ψ(x)| = |ψ(x + na)| → 0.

If |c| ≤ 1, start from x − na instead:

|ψ(x)| = |c|ⁿ |ψ(x − na)| ≤ |ψ(x − na)| → 0.

Either way ψ(x) = 0, and x was arbitrary.

The multiplier relation resembles Bloch's condition, but it is derived here only for a solution that decays to the right. The argument does not construct Bloch waves or energy bands.

## The crystal and its decaying waves in Lean

```lean
import Mathlib

open Filter Topology

namespace CrystalNoBoundState

/-- The wave function `ψ`, with slope `ψ'`, solves `ψ'' = q ψ` on the whole line. -/
structure IsSolution (q ψ ψ' : ℝ → ℂ) : Prop where
  slope : ∀ x, HasDerivAt ψ (ψ' x) x
  curvature : ∀ x, HasDerivAt ψ' (q x * ψ x) x

/-- A continuous periodic coefficient is bounded on the whole line. -/
theorem periodic_bounded {q : ℝ → ℂ} {a : ℝ} (ha : 0 < a) (hq : Continuous q)
    (hper : Function.Periodic q a) : ∃ K : ℝ, ∀ x, ‖q x‖ ≤ K := by
  obtain ⟨K, hK⟩ := (isCompact_Icc (a := (0 : ℝ)) (b := a)).exists_bound_of_continuousOn
    hq.continuousOn
  refine ⟨K, fun x => ?_⟩
  obtain ⟨y, hy, hxy⟩ := hper.exists_mem_Ico₀ ha x
  rw [hxy]
  exact hK y ⟨hy.1, hy.2.le⟩

/-- For a bounded coefficient, a solution that tends to zero at plus infinity has a slope
that tends to zero there too. -/
theorem slope_tendsto_zero {q ψ ψ' : ℝ → ℂ} {K : ℝ} (hK : ∀ x, ‖q x‖ ≤ K)
    (hs : IsSolution q ψ ψ') (hψ : Tendsto ψ atTop (𝓝 0)) : Tendsto ψ' atTop (𝓝 0) := by
  have hK0 : 0 ≤ K := (norm_nonneg _).trans (hK 0)
  rw [Metric.tendsto_atTop] at hψ ⊢
  intro ε hε
  obtain ⟨δ, hδ, hδε⟩ : ∃ δ : ℝ, 0 < δ ∧ δ * (K + 3) = ε :=
    ⟨ε / (K + 3), by positivity, div_mul_cancel₀ _ (by positivity)⟩
  obtain ⟨N, hN⟩ := hψ δ hδ
  refine ⟨N, fun x hx => ?_⟩
  have small : ∀ t, x ≤ t → ‖ψ t‖ ≤ δ := fun t ht => by
    have h := hN t (le_trans hx ht)
    rw [dist_zero_right] at h
    exact h.le
  have hx0 : x ∈ Set.Icc x (x + 1) := ⟨le_refl x, by linarith⟩
  have hx1 : x + 1 ∈ Set.Icc x (x + 1) := ⟨by linarith, le_refl _⟩
  -- the slope hardly changes over a unit interval
  have h1 : ∀ t ∈ Set.Icc x (x + 1), ‖ψ' t - ψ' x‖ ≤ K * δ := by
    intro t ht
    have h := Convex.norm_image_sub_le_of_norm_hasDerivWithin_le
      (fun s _ => (hs.curvature s).hasDerivWithinAt)
      (fun s hs' => by
        rw [norm_mul]
        exact mul_le_mul (hK s) (small s hs'.1) (norm_nonneg _) hK0)
      (convex_Icc x (x + 1)) hx0 ht
    have h2 : ‖t - x‖ ≤ 1 := by
      rw [Real.norm_eq_abs, abs_le]
      constructor <;> linarith [ht.1, ht.2]
    exact h.trans (mul_le_of_le_one_right (by positivity) h2)
  -- so the slope is close to the increment of the wave function
  have hd : ∀ t, HasDerivAt (fun s : ℝ => ψ s - s • ψ' x) (ψ' t - ψ' x) t := fun t => by
    have h := (hs.slope t).fun_sub ((hasDerivAt_id' t).smul_const (ψ' x))
    rwa [one_smul] at h
  have h3 := Convex.norm_image_sub_le_of_norm_hasDerivWithin_le
    (fun s _ => (hd s).hasDerivWithinAt) h1 (convex_Icc x (x + 1)) hx0 hx1
  have h4 : ψ (x + 1) - (x + 1) • ψ' x - (ψ x - x • ψ' x) = ψ (x + 1) - ψ x - ψ' x := by
    module
  have h5 : ‖x + 1 - x‖ = 1 := by simp
  rw [h4, h5, mul_one] at h3
  have h6 : ψ' x = ψ (x + 1) - ψ x - (ψ (x + 1) - ψ x - ψ' x) := by ring
  have h7 : ‖ψ' x‖ ≤ ‖ψ (x + 1)‖ + ‖ψ x‖ + ‖ψ (x + 1) - ψ x - ψ' x‖ := by
    conv_lhs => rw [h6]
    exact (norm_sub_le _ _).trans (by gcongr; exact norm_sub_le _ _)
  rw [dist_zero_right]
  nlinarith [small x le_rfl, small (x + 1) (by linarith)]

/-- If `q` is continuous and periodic, a solution of `ψ'' = q ψ` that tends to zero at plus infinity
is multiplied by a fixed constant under translation by one period. -/
theorem translation_multiplier {q ψ ψ' : ℝ → ℂ} {a : ℝ} (ha : 0 < a) (hq : Continuous q)
    (hper : Function.Periodic q a) (hs : IsSolution q ψ ψ') (hψ : Tendsto ψ atTop (𝓝 0)) :
    ∃ c : ℂ, ∀ x, ψ (x + a) = c * ψ x := by
  obtain ⟨K, hK⟩ := periodic_bounded ha hq hper
  have hK0 : 0 ≤ K := (norm_nonneg _).trans (hK 0)
  have hψ' := slope_tendsto_zero hK hs hψ
  by_cases hz : ∀ x, ψ x = 0
  · exact ⟨0, fun x => by rw [hz, zero_mul]⟩
  push Not at hz
  obtain ⟨x₀, hx₀⟩ := hz
  -- the translated wave solves the same equation
  have d1 : ∀ x, HasDerivAt (fun y => ψ (y + a)) (ψ' (x + a)) x := fun x =>
    HasDerivAt.comp_add_const x a (hs.slope (x + a))
  have d2 : ∀ x, HasDerivAt (fun y => ψ' (y + a)) (q x * ψ (x + a)) x := fun x => by
    have h := HasDerivAt.comp_add_const x a (hs.curvature (x + a))
    rwa [hper x] at h
  -- the Wronskian of the wave and its translate is constant and tends to zero
  have hW : ∀ x, HasDerivAt (fun y => ψ y * ψ' (y + a) - ψ' y * ψ (y + a)) 0 x := fun x =>
    (((hs.slope x).fun_mul (d2 x)).fun_sub ((hs.curvature x).fun_mul (d1 x))).congr_deriv
      (by ring)
  have hconst := is_const_of_deriv_eq_zero (fun x => (hW x).differentiableAt)
    (fun x => (hW x).deriv)
  have hsh : Tendsto (fun x : ℝ => x + a) atTop atTop :=
    tendsto_atTop_add_const_right atTop a tendsto_id
  have hlim := (hψ.mul (hψ'.comp hsh)).sub (hψ'.mul (hψ.comp hsh))
  have hW0 : ψ x₀ * ψ' (x₀ + a) - ψ' x₀ * ψ (x₀ + a) = 0 := by
    have h := tendsto_nhds_unique (tendsto_const_nhds.congr (fun x => hconst x₀ x)) hlim
    simpa using h
  obtain ⟨c, hc⟩ : ∃ c : ℂ, ψ (x₀ + a) = c * ψ x₀ :=
    ⟨ψ (x₀ + a) / ψ x₀, (div_mul_cancel₀ _ hx₀).symm⟩
  have hc' : ψ' (x₀ + a) = c * ψ' x₀ := by
    apply mul_left_cancel₀ hx₀
    linear_combination hW0 + ψ' x₀ * hc
  -- equal data at one point give equal solutions of the first-order system
  have huniq : (fun t => (ψ (t + a), ψ' (t + a))) = fun t => (c * ψ t, c * ψ' t) := by
    refine ODE_solution_unique_univ (v := fun t (p : ℂ × ℂ) => (p.2, q t * p.1))
      (s := fun _ => Set.univ) (K := ⟨K + 1, by positivity⟩) (t₀ := x₀) ?_ ?_ ?_ ?_
    · intro t
      refine LipschitzOnWith.of_dist_le_mul fun p _ r _ => ?_
      have h1 : dist p.1 r.1 ≤ dist p r := by rw [Prod.dist_eq]; exact le_max_left _ _
      have h2 : dist p.2 r.2 ≤ dist p r := by rw [Prod.dist_eq]; exact le_max_right _ _
      have h3 : dist (q t * p.1) (q t * r.1) ≤ K * dist p r := by
        rw [dist_eq_norm, ← mul_sub, norm_mul, ← dist_eq_norm]
        exact mul_le_mul (hK t) h1 dist_nonneg hK0
      have h4 : 0 ≤ K * dist p r := mul_nonneg hK0 dist_nonneg
      change max (dist p.2 r.2) (dist (q t * p.1) (q t * r.1)) ≤ (K + 1) * dist p r
      exact max_le (by linarith) (by linarith [dist_nonneg (x := p) (y := r)])
    · exact fun t => ⟨(d1 t).prodMk (d2 t), Set.mem_univ _⟩
    · exact fun t => ⟨((hs.slope t).const_mul c).prodMk
        (((hs.curvature t).const_mul c).congr_deriv (by ring)), Set.mem_univ _⟩
    · exact Prod.ext hc hc'
  exact ⟨c, fun x => congrArg Prod.fst (congrFun huniq x)⟩

/-- If `q` is continuous and periodic, a solution of `ψ'' = q ψ` that tends to zero at both
infinities vanishes identically. -/
theorem no_decaying_solution {q ψ ψ' : ℝ → ℂ} {a : ℝ} (ha : 0 < a) (hq : Continuous q)
    (hper : Function.Periodic q a) (hs : IsSolution q ψ ψ')
    (hright : Tendsto ψ atTop (𝓝 0)) (hleft : Tendsto ψ atBot (𝓝 0)) : ∀ x, ψ x = 0 := by
  obtain ⟨c, hc⟩ := translation_multiplier ha hq hper hs hright
  have hpow : ∀ (n : ℕ) (x : ℝ), ψ (x + n * a) = c ^ n * ψ x := by
    intro n x
    induction n with
    | zero => simp
    | succ n ih =>
      have h : x + ((n + 1 : ℕ) : ℝ) * a = x + n * a + a := by push_cast; ring
      rw [h, hc, ih]
      ring
  have hn : Tendsto (fun n : ℕ => (n : ℝ) * a) atTop atTop :=
    tendsto_natCast_atTop_atTop.atTop_mul_const ha
  intro x
  rw [← norm_le_zero_iff, ← norm_zero (E := ℂ)]
  rcases le_total 1 ‖c‖ with h | h
  · -- the wave does not shrink to the right
    refine ge_of_tendsto' (hright.comp (tendsto_atTop_add_const_left _ x hn)).norm fun n => ?_
    change ‖ψ x‖ ≤ ‖ψ (x + n * a)‖
    rw [hpow, norm_mul, norm_pow]
    exact le_mul_of_one_le_left (norm_nonneg _) (one_le_pow₀ h)
  · -- the wave does not shrink to the left
    refine ge_of_tendsto' (hleft.comp (tendsto_atBot_add_const_left _ x
      (tendsto_neg_atTop_atBot.comp hn))).norm fun n => ?_
    change ‖ψ x‖ ≤ ‖ψ (x + -(n * a))‖
    have h1 := hpow n (x + -(n * a))
    rw [neg_add_cancel_right] at h1
    rw [h1, norm_mul, norm_pow]
    exact mul_le_of_le_one_left (norm_nonneg _) (pow_le_one₀ (norm_nonneg _) h)

/-- For a particle of mass `m` in a continuous periodic potential `V`, a solution of the
stationary Schrödinger equation that tends to zero at both infinities vanishes identically. -/
theorem no_bound_state_in_crystal {V : ℝ → ℝ} {ψ ψ' ψ'' : ℝ → ℂ} {a ħ m E : ℝ}
    (ha : 0 < a) (hħ : 0 < ħ) (hm : 0 < m) (hV : Continuous V) (hper : Function.Periodic V a)
    (h1 : ∀ x, HasDerivAt ψ (ψ' x) x) (h2 : ∀ x, HasDerivAt ψ' (ψ'' x) x)
    (hS : ∀ x, -((ħ ^ 2 / (2 * m) : ℝ) : ℂ) * ψ'' x + V x * ψ x = E * ψ x)
    (hright : Tendsto ψ atTop (𝓝 0)) (hleft : Tendsto ψ atBot (𝓝 0)) : ∀ x, ψ x = 0 := by
  have hk : 0 < ħ ^ 2 / (2 * m) := by positivity
  generalize ħ ^ 2 / (2 * m) = k at hS hk
  have hk0 : (k : ℂ) ≠ 0 := Complex.ofReal_ne_zero.mpr hk.ne'
  refine no_decaying_solution (q := fun x => (((V x - E) / k : ℝ) : ℂ)) (ψ' := ψ') ha
    (Complex.continuous_ofReal.comp ((hV.sub continuous_const).div_const k))
    (fun x => by simp only [hper x]) ⟨h1, fun x => (h2 x).congr_deriv ?_⟩ hright hleft
  rw [Complex.ofReal_div, Complex.ofReal_sub, div_mul_eq_mul_div, eq_div_iff hk0]
  linear_combination -(hS x)

/-- With the constant coefficient `q = 1`, the wave `exp (-x)` is a solution that tends to zero at
plus infinity. -/
theorem evanescent_wave_witness :
    IsSolution (fun _ => 1) (fun x => (Real.exp (-x) : ℂ)) (fun x => ((-Real.exp (-x) : ℝ) : ℂ))
      ∧ Tendsto (fun x : ℝ => (Real.exp (-x) : ℂ)) atTop (𝓝 0) := by
  have h : ∀ x : ℝ, HasDerivAt (fun y : ℝ => Real.exp (-y)) (-Real.exp (-x)) x := fun x =>
    (hasDerivAt_id' x).fun_neg.exp.congr_deriv (by ring)
  refine ⟨⟨fun x => (h x).ofReal_comp, fun x => ?_⟩, ?_⟩
  · exact (h x).fun_neg.ofReal_comp.congr_deriv (by rw [neg_neg, one_mul])
  · rw [← Complex.ofReal_zero]
    exact (Complex.continuous_ofReal.tendsto 0).comp
      (Real.tendsto_exp_atBot.comp tendsto_neg_atTop_atBot)

/-- With `q = x ^ 2 - 1`, the Gaussian `exp (-x ^ 2 / 2)` is a solution that tends to zero at both
infinities. -/
theorem gaussian_without_periodicity :
    IsSolution (fun x => ((x ^ 2 - 1 : ℝ) : ℂ)) (fun x => (Real.exp (-x ^ 2 / 2) : ℂ))
      (fun x => ((-x * Real.exp (-x ^ 2 / 2) : ℝ) : ℂ))
      ∧ Tendsto (fun x : ℝ => (Real.exp (-x ^ 2 / 2) : ℂ)) atTop (𝓝 0)
      ∧ Tendsto (fun x : ℝ => (Real.exp (-x ^ 2 / 2) : ℂ)) atBot (𝓝 0) := by
  have h : ∀ x : ℝ, HasDerivAt (fun y : ℝ => Real.exp (-y ^ 2 / 2))
      (-x * Real.exp (-x ^ 2 / 2)) x := fun x => by
    have h2 : HasDerivAt (fun y : ℝ => y ^ 2) (2 * x) x := by simpa using hasDerivAt_pow 2 x
    exact (h2.fun_neg.div_const 2).exp.congr_deriv (by ring)
  have h' : ∀ x : ℝ, HasDerivAt (fun y : ℝ => -y * Real.exp (-y ^ 2 / 2))
      ((x ^ 2 - 1) * Real.exp (-x ^ 2 / 2)) x := fun x =>
    ((hasDerivAt_id' x).fun_neg.fun_mul (h x)).congr_deriv (by ring)
  refine ⟨⟨fun x => (h x).ofReal_comp, fun x =>
    (h' x).ofReal_comp.congr_deriv (Complex.ofReal_mul _ _)⟩, ?_, ?_⟩
  · rw [← Complex.ofReal_zero]
    refine (Complex.continuous_ofReal.tendsto 0).comp (Real.tendsto_exp_atBot.comp ?_)
    exact tendsto_atBot_mono (fun x : ℝ => by nlinarith [sq_nonneg (x - 1)])
      (tendsto_atBot_add_const_left _ (1 / 2 : ℝ) tendsto_neg_atTop_atBot)
  · rw [← Complex.ofReal_zero]
    refine (Complex.continuous_ofReal.tendsto 0).comp (Real.tendsto_exp_atBot.comp ?_)
    exact tendsto_atBot_mono (fun x : ℝ => by
      change -x ^ 2 / 2 ≤ 1 / 2 + x
      nlinarith [sq_nonneg (x + 1)])
      (tendsto_atBot_add_const_left _ (1 / 2 : ℝ) tendsto_id)

end CrystalNoBoundState
```

```lean
#print axioms CrystalNoBoundState.no_bound_state_in_crystal
#print axioms CrystalNoBoundState.gaussian_without_periodicity
```

```
'CrystalNoBoundState.no_bound_state_in_crystal' depends on axioms: [propext, Classical.choice, Quot.sound]
'CrystalNoBoundState.gaussian_without_periodicity' depends on axioms: [propext, Classical.choice, Quot.sound]
```

The structure `IsSolution q ψ ψ'` says that ψ has derivative ψ' at every real x, and that ψ' has derivative q(x)ψ(x) there. The slope is thus a separate function, tied to ψ by the first condition. Values are complex, and a real solution is covered by regarding it as complex-valued.

The main theorem is `no_decaying_solution`. Its hypotheses are a > 0, continuity of q, `Function.Periodic q a` (that is, q(x + a) = q(x) for all x), a solution, and its two limits. `Tendsto ψ atTop (𝓝 0)` is decay at +∞, and `atBot` is the same at −∞. The number a need not be the smallest period, so a constant potential, and with it the free particle, is included. The conclusion is ψ(x) = 0 for every x.

`no_bound_state_in_crystal` states this in physical terms, with real V and E and with ħ and m positive. The hypothesis `hS` is the stationary Schrödinger equation

−(ħ²/2m) ψ''(x) + V(x) ψ(x) = E ψ(x).

The model is one particle on an infinite, perfectly periodic line. Continuity of V leaves out square-well lattices and delta-function combs, and interactions, disorder and higher dimensions are also absent. Within this non-interacting one-dimensional model with a continuous potential, an energy eigenstate that decays on both sides requires a departure from periodicity, such as an impurity.

Two examples show what the hypotheses do. In `evanescent_wave_witness`, exp(−x) solves the equation with q = 1 and decays to the right, so decay on one side does not force a solution to vanish. It grows without bound to the left, so it is not a physical state on the whole line. In `gaussian_without_periodicity`, exp(−x²/2) solves it with q = x² − 1 and decays on both sides. This is the harmonic-oscillator ground state, up to normalisation and in suitable units, and its potential is not periodic.

## From the Wronskian to the Lean proof

`periodic_bounded` gets its bound from compactness of [0, a] and uses periodicity to move any point into that cell.

`slope_tendsto_zero` follows the ε–δ estimate above with the same δ. In it, `h1` is the bound on the change of slope, `h3` is the second use of the mean value inequality, and `h7` is the triangle inequality for ψ'(x). The final `nlinarith` combines these bounds to reach ε.

`translation_multiplier` treats the zero solution separately, with c = 0. Otherwise `d1` and `d2` say that the translate solves the same equation, `hW` computes the derivative of the Wronskian, and `hW0` identifies its constant value with its limit, zero. The matching slopes at x₀ are `hc'`. For uniqueness, the equation becomes a first-order system for the pair (ψ, ψ'), whose right-hand side sends (u, v) to (v, q(t)u). With the larger of the two component distances as the distance between pairs, this map is Lipschitz with constant K + 1, which is what `ODE_solution_unique_univ` needs.

In `no_decaying_solution`, `hpow` is the iterated relation, proved by induction on n. The proof then splits on whether 1 ≤ |c| or |c| ≤ 1. In each case `ge_of_tendsto'` turns a bound that holds for every n into a bound by the limit, so |ψ(x)| ≤ 0.

The physical corollary applies this theorem to q = (V − E)/(ħ²/2m), and `linear_combination` rearranges the Schrödinger equation into the required form. The examples are checked by differentiating the exponentials. For the Gaussian's limits, the exponent −x²/2 is bounded above by 1/2 − x on the right and by 1/2 + x on the left.
